# On a grid with non-negative weights, local exchange has a negative semidefinite second derivative at positive densities

## Curvature of a grid energy

Many Kohn–Sham programs evaluate the local density exchange energy as a weighted sum over grid points. The second derivative of this sum with respect to the density matrix can be used in linear-response calculations. When the energy density at each point depends only on the density at that point, the second derivative is a single sum over the same grid. For local exchange with non-negative weights and positive densities, it is never positive along any direction.

Let P be the density matrix, or any element of a real vector space. At each point g of a finite grid with weight w_g, let the density ρ_g(P) be linear in P. With an energy density f, the energy is

E(P) = ∑_g w_g f(ρ_g(P)).

## First and second variation

Along a direction Y the density is a straight line in t:

ρ_g(P + tY) = ρ_g(P) + t ρ_g(Y).

If f is differentiable at each ρ_g(P), the chain rule gives the derivative at t = 0,

D(P; Y) = ∑_g w_g f'(ρ_g(P)) ρ_g(Y).

In a real basis with values φ_gμ, the density is ρ_g(P) = ∑_μν P_μν φ_gμ φ_gν. Inserting ρ_g(Y) and exchanging the sums gives

D(P; Y) = ∑_μν V_μν Y_μν, with V_μν = ∑_g w_g f'(ρ_g(P)) φ_gμ φ_gν,

where V is the exchange-correlation matrix if f is the exchange-correlation energy per volume.

Now let f be C² near each ρ_g(P), and move P to P + sX. For small s every density stays where f is differentiable, since the grid is finite, so D(P + sX; Y) is still the derivative of E. Differentiating it in s at 0 gives

D₂(P; X, Y) = ∑_g w_g f''(ρ_g(P)) ρ_g(X) ρ_g(Y).

The linearity of ρ_g matters here. If orbital coefficients are varied instead, the density is quadratic in them, and leaving out the additional term with f' times the second derivative of the density in general gives a wrong Hessian.

## The sign for exchange

Take f(x) = −c x^(4/3), where c > 0 stands for the strength of exchange in the uniform electron gas. For x > 0,

f'(x) = −(4/3) c x^(1/3)

f''(x) = −(4/9) c x^(−2/3).

Setting Y = X gives

D₂(P; X, X) = −(4/9) c ∑_g w_g ρ_g(P)^(−2/3) ρ_g(X)².

With w_g ≥ 0 and ρ_g(P) > 0, no term of the sum is negative, so D₂(P; X, X) ≤ 0. It is zero exactly when every term vanishes, that is, when ρ_g(X) = 0 wherever w_g ≠ 0.

## How the theorems express this

The vector space that contains P is `V` (not the matrix V above), the grid is the finite type `G`, and `ρ g` is a linear map from `V` to ℝ. The sums E, D and D₂ are `gridEnergy`, `firstVariation` and `secondVariation`. `HasDerivAt F a x` says that F is differentiable at x with derivative a.

`energy_second_derivative` assumes `ContDiffAt ℝ 2 f (ρ g P)` at every grid point and allows weights of either sign. Its first part holds for all s near 0, written `∀ᶠ s : ℝ in 𝓝 0`; its second part is the derivative of D in s. `exchange_negative_semidefinite` adds the conditions on c, weights and densities, and gives the derivative, its sign and the equality case.

Density gradients, spin densities and points of zero density are not covered, nor is the curvature of the total energy. Non-negative weights are an assumption to check for the quadrature in use.

In Lean 4 with Mathlib:

```lean
import Mathlib

open Filter Topology

namespace GridFunctionalDerivatives

noncomputable section

variable {V G : Type*} [AddCommGroup V] [Module ℝ V] [Fintype G]

/-- The local energy on a grid with weights `w`, densities `ρ g` linear in the state variable `P`,
and energy density `f`. -/
def gridEnergy (w : G → ℝ) (ρ : G → V →ₗ[ℝ] ℝ) (f : ℝ → ℝ) (P : V) : ℝ :=
  ∑ g, w g * f (ρ g P)

/-- The first variation at `P` along `Y`: the local potential `f'` integrated against
the density change. -/
def firstVariation (w : G → ℝ) (ρ : G → V →ₗ[ℝ] ℝ) (f : ℝ → ℝ) (P Y : V) : ℝ :=
  ∑ g, w g * deriv f (ρ g P) * ρ g Y

/-- The second variation at `P` along `X` and `Y`: the local kernel `f''` integrated
against the two density changes. -/
def secondVariation (w : G → ℝ) (ρ : G → V →ₗ[ℝ] ℝ) (f : ℝ → ℝ) (P X Y : V) : ℝ :=
  ∑ g, w g * deriv (deriv f) (ρ g P) * ρ g X * ρ g Y

/-- Along a line in direction `X`, a linear density changes at the rate `ℓ X`. -/
theorem density_along_line (ℓ : V →ₗ[ℝ] ℝ) (P X : V) :
    HasDerivAt (fun t : ℝ => ℓ (P + t • X)) (ℓ X) 0 := by
  have e : (fun t : ℝ => ℓ (P + t • X)) = fun t => ℓ P + t * ℓ X := by
    funext t
    simp
  rw [e]
  have h := ((hasDerivAt_id' (0 : ℝ)).mul_const (ℓ X)).const_add (ℓ P)
  rw [one_mul] at h
  exact h

/-- Chain rule for a function of the density at one grid point. -/
theorem chain_along_line {F : ℝ → ℝ} {a : ℝ} (ℓ : V →ₗ[ℝ] ℝ) (P X : V)
    (hF : HasDerivAt F a (ℓ P)) :
    HasDerivAt (fun t : ℝ => F (ℓ (P + t • X))) (a * ℓ X) 0 := by
  have h0 : HasDerivAt F a (ℓ (P + (0 : ℝ) • X)) := by
    rw [zero_smul, add_zero]
    exact hF
  exact HasDerivAt.comp (h := fun t : ℝ => ℓ (P + t • X)) (0 : ℝ) h0
    (density_along_line ℓ P X)

/-- The derivative of the grid energy along `Y` is the first variation. -/
theorem energy_hasDerivAt (w : G → ℝ) (ρ : G → V →ₗ[ℝ] ℝ) (f : ℝ → ℝ) (P Y : V)
    (hf : ∀ g, DifferentiableAt ℝ f (ρ g P)) :
    HasDerivAt (fun t : ℝ => gridEnergy w ρ f (P + t • Y))
      (firstVariation w ρ f P Y) 0 := by
  unfold gridEnergy firstVariation
  refine HasDerivAt.fun_sum fun g _ => ?_
  exact ((chain_along_line (ρ g) P Y (hf g).hasDerivAt).const_mul (w g)).congr_deriv
    (by ring)

/-- Second derivative of the grid energy: the derivative along `Y` exists at every
`P + s X` with `s` small, and its derivative in `s` at zero is
`∑ w f''(ρ(P)) ρ(X) ρ(Y)`. -/
theorem energy_second_derivative (w : G → ℝ) (ρ : G → V →ₗ[ℝ] ℝ) (f : ℝ → ℝ)
    (P X Y : V) (hf : ∀ g, ContDiffAt ℝ 2 f (ρ g P)) :
    (∀ᶠ s : ℝ in 𝓝 0, HasDerivAt (fun t : ℝ => gridEnergy w ρ f (P + s • X + t • Y))
      (firstVariation w ρ f (P + s • X) Y) 0) ∧
    HasDerivAt (fun s : ℝ => firstVariation w ρ f (P + s • X) Y)
      (secondVariation w ρ f P X Y) 0 := by
  constructor
  · -- the densities stay in the region where `f` is smooth
    have hev : ∀ᶠ s : ℝ in 𝓝 0, ∀ g, DifferentiableAt ℝ f (ρ g (P + s • X)) := by
      refine eventually_all.2 fun g => ?_
      have ht : Tendsto (fun s : ℝ => ρ g (P + s • X)) (𝓝 0) (𝓝 (ρ g P)) := by
        have h := (density_along_line (ρ g) P X).continuousAt.tendsto
        simpa only [zero_smul, add_zero] using h
      have hn := (hf g).eventually (by simp)
      exact (ht.eventually hn).mono fun s hs => hs.differentiableAt (by norm_num)
    exact hev.mono fun s hs => energy_hasDerivAt w ρ f (P + s • X) Y hs
  · unfold firstVariation secondVariation
    refine HasDerivAt.fun_sum fun g _ => ?_
    -- the local potential `f'` is itself differentiable at the density
    have hd : DifferentiableAt ℝ (deriv f) (ρ g P) := by
      have h1 : ContDiffAt ℝ 1 (fderiv ℝ f) (ρ g P) :=
        (hf g).fderiv_right one_add_one_eq_two.le
      have e : deriv f = fun y => fderiv ℝ f y 1 := by
        funext y
        rfl
      rw [e]
      exact (h1.differentiableAt (by norm_num)).clm_apply (differentiableAt_const 1)
    exact (((chain_along_line (ρ g) P X hd.hasDerivAt).const_mul (w g)).mul_const
      (ρ g Y)).congr_deriv (by ring)

/-- The density at grid point `g` of a density matrix `P` in a real basis with
values `φ g μ`. -/
def basisDensity {n : Type*} [Fintype n] (φ : G → n → ℝ) (g : G) :
    Matrix n n ℝ →ₗ[ℝ] ℝ where
  toFun P := ∑ μ, ∑ ν, P μ ν * φ g μ * φ g ν
  map_add' P Q := by simp [add_mul, Finset.sum_add_distrib]
  map_smul' a P := by simp [Finset.mul_sum, mul_assoc]

/-- The exchange-correlation matrix: matrix elements of the local potential `f'`
evaluated on the grid. -/
def xcMatrix {n : Type*} [Fintype n] (w : G → ℝ) (φ : G → n → ℝ) (f : ℝ → ℝ)
    (P : Matrix n n ℝ) : Matrix n n ℝ :=
  Matrix.of fun μ ν => ∑ g, w g * deriv f (basisDensity φ g P) * φ g μ * φ g ν

/-- The derivative of the grid energy along a change `Y` of the density matrix is the
contraction of `Y` with the exchange-correlation matrix. -/
theorem energy_derivative_xcMatrix {n : Type*} [Fintype n] (w : G → ℝ)
    (φ : G → n → ℝ) (f : ℝ → ℝ) (P Y : Matrix n n ℝ)
    (hf : ∀ g, DifferentiableAt ℝ f (basisDensity φ g P)) :
    HasDerivAt (fun t : ℝ => gridEnergy w (basisDensity φ) f (P + t • Y))
      (∑ μ, ∑ ν, xcMatrix w φ f P μ ν * Y μ ν) 0 := by
  refine (energy_hasDerivAt w (basisDensity φ) f P Y hf).congr_deriv ?_
  let v : G → ℝ := fun g => w g * deriv f (basisDensity φ g P)
  symm
  -- exchange the basis sums with the grid sum
  calc ∑ μ, ∑ ν, xcMatrix w φ f P μ ν * Y μ ν
      = ∑ μ, ∑ ν, ∑ g, v g * (Y μ ν * φ g μ * φ g ν) := by
        refine Finset.sum_congr rfl fun μ _ => Finset.sum_congr rfl fun ν _ => ?_
        change (∑ g, v g * φ g μ * φ g ν) * Y μ ν = _
        rw [Finset.sum_mul]
        exact Finset.sum_congr rfl fun g _ => by ring
    _ = ∑ μ, ∑ g, ∑ ν, v g * (Y μ ν * φ g μ * φ g ν) :=
        Finset.sum_congr rfl fun μ _ => Finset.sum_comm
    _ = ∑ g, ∑ μ, ∑ ν, v g * (Y μ ν * φ g μ * φ g ν) := Finset.sum_comm
    _ = ∑ g, v g * ∑ μ, ∑ ν, Y μ ν * φ g μ * φ g ν := by
        simp only [Finset.mul_sum]

/-- The local density exchange energy per volume, `-c x^(4/3)`. -/
def ldaExchange (c x : ℝ) : ℝ := -c * x ^ (4 / 3 : ℝ)

/-- At positive density the exchange potential has derivative `-(4/9) c x^(-2/3)`. -/
theorem ldaExchange_kernel (c : ℝ) {x : ℝ} (hx : 0 < x) :
    HasDerivAt (deriv (ldaExchange c)) (-(4 / 9 * c) * x ^ (-2 / 3 : ℝ)) x := by
  have h1 : ∀ y : ℝ, 0 < y →
      HasDerivAt (ldaExchange c) (-(4 / 3 * c) * y ^ (1 / 3 : ℝ)) y := fun y hy =>
    ((Real.hasDerivAt_rpow_const (p := 4 / 3) (Or.inl hy.ne')).const_mul (-c)).congr_deriv
      (by rw [show (4 / 3 : ℝ) - 1 = 1 / 3 by norm_num]; ring)
  have heq : deriv (ldaExchange c) =ᶠ[𝓝 x] fun y => -(4 / 3 * c) * y ^ (1 / 3 : ℝ) := by
    filter_upwards [lt_mem_nhds hx] with y hy
    exact (h1 y hy).deriv
  have h2 := (Real.hasDerivAt_rpow_const (p := 1 / 3) (Or.inl hx.ne')).const_mul
    (-(4 / 3 * c))
  exact (h2.congr_of_eventuallyEq heq).congr_deriv
    (by rw [show (1 / 3 : ℝ) - 1 = -2 / 3 by norm_num]; ring)

/-- The second variation of the exchange energy at positive densities, in closed form. -/
theorem exchange_secondVariation (w : G → ℝ) (ρ : G → V →ₗ[ℝ] ℝ) (c : ℝ) (P X Y : V)
    (hρ : ∀ g, 0 < ρ g P) :
    secondVariation w ρ (ldaExchange c) P X Y =
      -(4 / 9 * c) * ∑ g, w g * (ρ g P) ^ (-2 / 3 : ℝ) * (ρ g X * ρ g Y) := by
  unfold secondVariation
  rw [Finset.mul_sum]
  refine Finset.sum_congr rfl fun g _ => ?_
  rw [(ldaExchange_kernel c (hρ g)).deriv]
  ring

/-- For `c > 0`, non-negative weights and positive densities, the first variation of the grid
exchange energy along `X` has the second variation as its derivative in direction `X`. This second
variation is at most zero, and it is zero exactly when `X` leaves the density unchanged at every
point of non-zero weight. -/
theorem exchange_negative_semidefinite (w : G → ℝ) (ρ : G → V →ₗ[ℝ] ℝ) {c : ℝ}
    (P X : V) (hc : 0 < c) (hw : ∀ g, 0 ≤ w g) (hρ : ∀ g, 0 < ρ g P) :
    HasDerivAt (fun s : ℝ => firstVariation w ρ (ldaExchange c) (P + s • X) X)
      (secondVariation w ρ (ldaExchange c) P X X) 0 ∧
    secondVariation w ρ (ldaExchange c) P X X ≤ 0 ∧
    (secondVariation w ρ (ldaExchange c) P X X = 0 ↔ ∀ g, w g ≠ 0 → ρ g X = 0) := by
  have hr : ∀ g, 0 < (ρ g P) ^ (-2 / 3 : ℝ) := fun g => Real.rpow_pos_of_pos (hρ g) _
  have hterm : ∀ g ∈ Finset.univ,
      0 ≤ w g * (ρ g P) ^ (-2 / 3 : ℝ) * (ρ g X * ρ g X) := fun g _ =>
    mul_nonneg (mul_nonneg (hw g) (hr g).le) (mul_self_nonneg _)
  refine ⟨(energy_second_derivative w ρ (ldaExchange c) P X X fun g => ?_).2, ?_, ?_⟩
  · exact contDiffAt_const.mul (Real.contDiffAt_rpow_const_of_ne (hρ g).ne')
  · rw [exchange_secondVariation w ρ c P X X hρ]
    exact mul_nonpos_of_nonpos_of_nonneg (by linarith) (Finset.sum_nonneg hterm)
  · have hc' : -(4 / 9 * c) ≠ 0 := by
      intro h
      linarith
    rw [exchange_secondVariation w ρ c P X X hρ, mul_eq_zero, or_iff_right hc',
      Finset.sum_eq_zero_iff_of_nonneg hterm]
    constructor
    · intro h g hg
      -- a vanishing sum of non-negative terms vanishes term by term
      exact mul_self_eq_zero.1 ((mul_eq_zero.1 (h g (Finset.mem_univ g))).resolve_left
        (mul_ne_zero hg (hr g).ne'))
    · intro h g _
      by_cases hg : w g = 0
      · rw [hg, zero_mul, zero_mul]
      · rw [h g hg, mul_zero, mul_zero]

end

end GridFunctionalDerivatives
```

```lean
#print axioms GridFunctionalDerivatives.energy_derivative_xcMatrix
#print axioms GridFunctionalDerivatives.exchange_negative_semidefinite
```

```
'GridFunctionalDerivatives.energy_derivative_xcMatrix' depends on axioms: [propext, Classical.choice, Quot.sound]
'GridFunctionalDerivatives.exchange_negative_semidefinite' depends on axioms: [propext, Classical.choice, Quot.sound]
```

## From the chain rule to the sign

`density_along_line` and `chain_along_line` treat one grid point, and `energy_hasDerivAt` sums the results with `HasDerivAt.fun_sum`.

In `energy_second_derivative`, continuity along the line keeps each density in the smooth region, and `eventually_all` merges the finitely many conditions on s into one. For the second part, `fderiv_right` shows that the derivative of f is itself C¹, so the chain rule applies to `deriv f`.

`energy_derivative_xcMatrix` rewrites the first variation as the matrix contraction, with `Finset.sum_comm` exchanging basis and grid sums.

`ldaExchange_kernel` first finds f' at all positive densities. Its formula therefore holds in a neighbourhood of x, which is what differentiating it again requires. `exchange_secondVariation` inserts f'' into the sum.

In the last theorem, `mul_nonpos_of_nonpos_of_nonneg` combines the negative prefactor with the non-negative sum. `Finset.sum_eq_zero_iff_of_nonneg` turns a vanishing sum into vanishing terms; dividing out the non-zero weight and density power leaves ρ_g(X)² = 0.
